# Exchange signs and square of an ordered product of anticommuting generators

The chirality matrix of a Dirac particle is built by multiplying matrices that do not commute, so an order of the factors must be chosen. Here the generators are $e_0,\dots,e_{n-1}$, numbered from zero, and their product is taken in increasing order, $P=e_0e_1\cdots e_{n-1}$. If different generators anticommute, any other order gives $\pm P$, and an overall sign affects neither of these results:

$$Pe_j=(-1)^{n-1}e_jP,\qquad P^2=(-1)^{n(n-1)/2}.$$

The second also assumes $e_i^2=1$ for every $i$. The letter $P$ does not denote parity. The generators live in an arbitrary ring `R`, which may be a matrix algebra but need not be; no dimension or matrix representation enters.

```lean
import Mathlib

open Matrix

namespace CliffordProduct

noncomputable section

variable {R : Type*} [Ring R]
```

## Different generators anticommute

Physically, this is the off-diagonal part of the Clifford relations: $e_ie_j=-e_je_i$ for $i\neq j$. `PairwiseAnticommute` says this and nothing about squares. A family `e : Fin n → R` supplies the generators, and `orderedProduct e` is $P$.

```lean
/-- Any two different members of the family anticommute. -/
def PairwiseAnticommute {n : ℕ} (e : Fin n → R) : Prop :=
  ∀ i j, i ≠ j → e i * e j = -(e j * e i)

/-- The product of all members of the family, in increasing order of the index. -/
def orderedProduct {n : ℕ} (e : Fin n → R) : R := (List.ofFn e).prod
```

By hand, the hypothesis is used to move one element through a product. Write a product of $n+1$ factors as $P=e_0Q$, where $Q$ contains the remaining $n$ factors.

```lean
/-- The first factor of the ordered product can be split off on the left. -/
theorem orderedProduct_succ {n : ℕ} (e : Fin (n + 1) → R) :
    orderedProduct e = e 0 * orderedProduct (fun i => e i.succ) := by
  simp [orderedProduct, List.ofFn_succ]
```

Suppose first that $x$ anticommutes with every factor. For no factors, $P=1$ and there is no sign. If $Qx=(-1)^nxQ$, then

$$Px=e_0Qx=(-1)^ne_0xQ=(-1)^{n+1}xe_0Q=(-1)^{n+1}xP.$$

The next proof is this induction. It splits $(-1)^n$ into the cases $1$ and $-1$, so that the sign can be moved freely in a noncommutative ring.

```lean
/-- An element that anticommutes with each of the `n` factors passes through their
ordered product with the sign `(-1)^n`. -/
theorem orderedProduct_mul_of_anticommute {n : ℕ} (e : Fin n → R) (x : R)
    (h : ∀ i, e i * x = -(x * e i)) :
    orderedProduct e * x = (-1) ^ n * (x * orderedProduct e) := by
  induction n with
  | zero => simp [orderedProduct]
  | succ n ih =>
    have hQ := ih (fun i => e i.succ) (fun i => h i.succ)
    have h0 := h 0
    rw [orderedProduct_succ, mul_assoc, hQ, pow_succ]
    -- the first factor contributes one more sign
    rcases neg_one_pow_eq_or R n with s | s <;> rw [s] <;>
      simp only [one_mul, neg_mul, mul_neg, ← mul_assoc, h0]
```

A generator $e_j$ of the family commutes with itself, which removes one sign. With $n+1$ factors there are two cases. For $j=0$, the previous result gives

$$Pe_0=e_0Qe_0=(-1)^ne_0e_0Q=(-1)^ne_0P.$$

For $j\geq1$, the generator is one of the $n$ factors of $Q$, so induction gives $Qe_j=(-1)^{n-1}e_jQ$. Passing $e_0$ adds a sign:

$$Pe_j=(-1)^{n-1}e_0e_jQ=(-1)^ne_jP.$$

The Lean proof makes the same division with `Fin.eq_zero_or_eq_succ`.

```lean
/-- For `n` pairwise anticommuting elements, each of them passes through the ordered
product of all with the sign `(-1)^(n-1)`. -/
theorem orderedProduct_mul_generator {n : ℕ} (e : Fin n → R)
    (h : PairwiseAnticommute e) (j : Fin n) :
    orderedProduct e * e j = (-1) ^ (n - 1) * (e j * orderedProduct e) := by
  induction n with
  | zero => exact j.elim0
  | succ n ih =>
    rw [Nat.add_sub_cancel]
    obtain rfl | ⟨i, rfl⟩ := Fin.eq_zero_or_eq_succ j
    · -- the first generator anticommutes with all the remaining ones
      have hQ := orderedProduct_mul_of_anticommute (fun i => e i.succ) (e 0)
        (fun i => h i.succ 0 (Fin.succ_ne_zero i))
      rw [orderedProduct_succ, mul_assoc, hQ]
      rcases neg_one_pow_eq_or R n with s | s <;> simp [s]
    · -- a later generator passes the tail by induction, then the first factor
      have hQ : orderedProduct (fun k => e k.succ) * e i.succ
          = (-1) ^ (n - 1) * (e i.succ * orderedProduct (fun k => e k.succ)) :=
        ih (fun k => e k.succ)
          (fun a b hab => h a.succ b.succ (fun hh => hab (Fin.succ_injective _ hh))) i
      have h0 := h 0 i.succ (Fin.succ_ne_zero i).symm
      have hn : 1 ≤ n := by
        have := i.isLt
        omega
      have hs : (-1 : R) ^ n = (-1) ^ (n - 1) * -1 := by
        rw [← pow_succ, Nat.sub_add_cancel hn]
      rw [orderedProduct_succ, mul_assoc, hQ, hs]
      rcases neg_one_pow_eq_or R (n - 1) with s | s <;> rw [s] <;>
        simp only [one_mul, neg_mul, mul_neg, ← mul_assoc, h0]
```

Without anticommutation both results can fail, even with unit squares. For the integers $e_0=e_1=1$ we have $P=1$, whereas the formulas would require $Pe_0=-e_0P$ and $P^2=-1$.

## Each generator has a known square

The squares encode the metric signature: $e_i^2=\eta_i$, with $\eta_i=\pm1$ in the usual Clifford relations. Lean allows any integers `η i`, read as elements of the ring. The exchange rule above does not use them.

For $n+1$ generators, moving the second $e_0$ through $Q$ gives

$$P^2=e_0(Qe_0)Q=(-1)^ne_0^2Q^2.$$

By induction $Q^2=(-1)^{n(n-1)/2}\prod_{i=1}^{n}\eta_i$, and therefore

$$P^2=(-1)^{n+n(n-1)/2}\prod_{i=0}^{n}\eta_i=(-1)^{(n+1)n/2}\prod_{i=0}^{n}\eta_i.$$

In the proof, `hQ` moves $e_0$ through $Q$, `hQQ` is the induction hypothesis, and `hexp` is the identity for the exponent. The `calc` block follows the two displays.

```lean
/-- If `n` pairwise anticommuting elements have integer squares `η i`, their ordered
product squares to `(-1)^(n(n-1)/2)` times the product of the `η i`. -/
theorem orderedProduct_sq {n : ℕ} (e : Fin n → R) (η : Fin n → ℤ)
    (h : PairwiseAnticommute e) (hsq : ∀ i, e i * e i = (η i : R)) :
    orderedProduct e * orderedProduct e
      = (-1) ^ (n * (n - 1) / 2) * ((∏ i, η i : ℤ) : R) := by
  induction n with
  | zero => simp [orderedProduct]
  | succ n ih =>
    have hQ := orderedProduct_mul_of_anticommute (fun i => e i.succ) (e 0)
      (fun i => h i.succ 0 (Fin.succ_ne_zero i))
    have hQQ := ih (fun k => e k.succ) (fun k => η k.succ)
      (fun a b hab => h a.succ b.succ (fun hh => hab (Fin.succ_injective _ hh)))
      (fun k => hsq k.succ)
    -- the number of pairs grows by n
    have hexp : (n + 1) * (n + 1 - 1) / 2 = n * (n - 1) / 2 + n := by
      cases n with
      | zero => rfl
      | succ m =>
        have hm : (m + 1 + 1) * (m + 1) = (m + 1) * m + 2 * (m + 1) := by ring
        rw [Nat.add_sub_cancel, Nat.add_sub_cancel, hm,
          Nat.add_mul_div_left _ _ (by norm_num)]
    calc orderedProduct e * orderedProduct e
        = e 0 * (orderedProduct (fun i => e i.succ) * e 0)
            * orderedProduct (fun i => e i.succ) := by
          rw [orderedProduct_succ]
          simp only [mul_assoc]
      _ = (-1) ^ n * ((e 0 * e 0) * (orderedProduct (fun i => e i.succ)
            * orderedProduct (fun i => e i.succ))) := by
          rw [hQ]
          rcases neg_one_pow_eq_or R n with s | s <;> simp [s, mul_assoc]
      _ = _ := by
          rw [hsq 0, hQQ, Fin.prod_univ_succ, hexp, pow_add, Int.cast_mul]
          rcases neg_one_pow_eq_or R n with s | s <;>
            rcases neg_one_pow_eq_or R (n * (n - 1) / 2) with t | t <;>
            rw [s, t] <;> simp
```

Setting every $\eta_i$ to one gives the formula for $P^2$ at the start. The next theorem joins it to the exchange rule already proved.

```lean
/-- For `n` pairwise anticommuting elements with square one, the ordered product `P`
obeys `P e_j = (-1)^(n-1) e_j P` for every `j`, and `P^2 = (-1)^(n(n-1)/2)`. -/
theorem clifford_product {n : ℕ} (e : Fin n → R)
    (h : PairwiseAnticommute e) (hsq : ∀ i, e i * e i = 1) :
    (∀ j, orderedProduct e * e j = (-1) ^ (n - 1) * (e j * orderedProduct e)) ∧
      orderedProduct e ^ 2 = (-1) ^ (n * (n - 1) / 2) := by
  refine ⟨orderedProduct_mul_generator e h, ?_⟩
  rw [pow_two, orderedProduct_sq e (fun _ => 1) h (fun i => by simp [hsq i])]
  simp
```

At $n=0$ the product is empty: $P=1$, the square formula gives $1$, and there is no generator for the exchange rule. At $n=1$, $P=e_0$ commutes with itself and squares to one.

Without unit squares the second formula can fail already at $n=1$: the integer $e_0=2$ gives $P^2=4$. The same induction by hand, with the squares left unevaluated, gives a neighbouring identity for which anticommutation alone is enough:

$$P^2=(-1)^{n(n-1)/2}e_0^2e_1^2\cdots e_{n-1}^2.$$

This last identity is an addition to the Lean theorems.

## Four generators have Minkowski squares, and $i$ is a scalar

For the Dirac case the squares are $(1,-1,-1,-1)$, the signature with positive time component. The algebra is complex, so the imaginary unit, written $i$ from here on, commutes with every element. The definition `chirality γ` is the textbook $\gamma^5=i\gamma^0\gamma^1\gamma^2\gamma^3$.

```lean
/-- The chirality element `i γ⁰ γ¹ γ² γ³` of four elements of a complex algebra. -/
def chirality {A : Type*} [Ring A] [Algebra ℂ A] (γ : Fin 4 → A) : A :=
  Complex.I • orderedProduct γ
```

With $n=4$ and $\prod_\mu\eta_\mu=-1$, the general formula gives $P^2=(-1)^6(-1)=-1$. Hence

$$(\gamma^5)^2=i^2P^2=1,\qquad
\gamma^5\gamma^\mu=iP\gamma^\mu=(-1)^3i\gamma^\mu P=-\gamma^\mu\gamma^5.$$

The proof computes the product of the squares in `hη` and $P^2$ in `hP`, then collects the scalar factors $i$.

```lean
/-- For four pairwise anticommuting elements with squares `1, -1, -1, -1`, the chirality
element squares to one and anticommutes with each of them. -/
theorem chirality_relations {A : Type*} [Ring A] [Algebra ℂ A] (γ : Fin 4 → A)
    (h : PairwiseAnticommute γ)
    (hsq : ∀ μ, γ μ * γ μ = (((![1, -1, -1, -1] : Fin 4 → ℤ) μ : ℤ) : A)) :
    chirality γ * chirality γ = 1 ∧
      ∀ μ, chirality γ * γ μ = -(γ μ * chirality γ) := by
  have hη : ∏ i, (![1, -1, -1, -1] : Fin 4 → ℤ) i = -1 := by
    simp [Fin.prod_univ_four]
  have hP : orderedProduct γ * orderedProduct γ = -1 := by
    rw [orderedProduct_sq γ _ h hsq, hη]
    norm_num
  constructor
  · rw [chirality, smul_mul_smul_comm, hP, Complex.I_mul_I]
    simp
  · intro μ
    have h3 : (-1 : A) ^ (4 - 1) = -1 := by norm_num
    rw [chirality, smul_mul_assoc, orderedProduct_mul_generator γ h μ, mul_smul_comm, h3]
    simp
```

If all four squares were $+1$, then $P^2=1$ and $(iP)^2=-1$, so the factor $i$ would spoil the normalisation. The anticommutation of $iP$ with each generator would remain.

In relativistic quantum mechanics these relations make $(1\pm\gamma^5)/2$ the chirality projectors, within a four-generator algebra that contains no fields or dynamics. That a given particle obeys a Dirac equation with such matrices is a physical input.

## The Pauli and Dirac matrices meet these conditions

The Pauli matrices $\sigma_1,\sigma_2,\sigma_3$ are numbered `pauli 0`, `pauli 1` and `pauli 2`. They anticommute pairwise and have unit squares, as multiplying out their entries shows; the proof checks every pair and every entry.

```lean
/-- The three Pauli matrices. -/
def pauli : Fin 3 → Matrix (Fin 2) (Fin 2) ℂ :=
  ![!![0, 1; 1, 0], !![0, -Complex.I; Complex.I, 0], !![1, 0; 0, -1]]

/-- The Pauli matrices anticommute pairwise and square to one. -/
theorem pauli_witness :
    PairwiseAnticommute pauli ∧ ∀ i, pauli i * pauli i = 1 := by
  constructor
  · intro i j hij
    fin_cases i <;> fin_cases j <;> simp at hij <;> ext a b <;>
      fin_cases a <;> fin_cases b <;> simp [pauli, Matrix.mul_apply, Fin.sum_univ_succ]
  · intro i
    fin_cases i <;> ext a b <;> fin_cases a <;> fin_cases b <;>
      simp [pauli, Matrix.mul_apply, Fin.sum_univ_succ]
```

The Dirac matrices are written in two-by-two blocks, so their rows and columns are labelled by `Fin 2 ⊕ Fin 2` instead of four consecutive numbers:

$$\gamma^0=\begin{pmatrix}1&0\\0&-1\end{pmatrix},\qquad
\gamma^k=\begin{pmatrix}0&\sigma_k\\-\sigma_k&0\end{pmatrix}\quad(k=1,2,3).$$

```lean
/-- The Dirac matrices in two-by-two blocks: `γ⁰` is diagonal with blocks `1, -1`, and
the spatial ones have the off-diagonal blocks `σ_k, -σ_k`. -/
def diracGamma : Fin 4 → Matrix (Fin 2 ⊕ Fin 2) (Fin 2 ⊕ Fin 2) ℂ :=
  Fin.cons (α := fun _ => Matrix (Fin 2 ⊕ Fin 2) (Fin 2 ⊕ Fin 2) ℂ)
    (fromBlocks 1 0 0 (-1)) (fun k => fromBlocks 0 (pauli k) (-pauli k) 0)
```

Block multiplication gives

$$\gamma^0\gamma^k=\begin{pmatrix}0&\sigma_k\\\sigma_k&0\end{pmatrix}=-\gamma^k\gamma^0,\qquad
\gamma^k\gamma^l=\begin{pmatrix}-\sigma_k\sigma_l&0\\0&-\sigma_k\sigma_l\end{pmatrix}.$$

For $k\neq l$ the spatial matrices therefore inherit anticommutation from the Pauli matrices. For $k=l$ their square is $-1$, while $(\gamma^0)^2=1$. The proof separates time from space and uses `fromBlocks_multiply` for these products. The result supplies both hypotheses of `chirality_relations`.

```lean
/-- The Dirac matrices anticommute pairwise and have the squares `1, -1, -1, -1`. -/
theorem diracGamma_witness :
    PairwiseAnticommute diracGamma ∧ ∀ μ, diracGamma μ * diracGamma μ =
      (((![1, -1, -1, -1] : Fin 4 → ℤ) μ : ℤ) :
        Matrix (Fin 2 ⊕ Fin 2) (Fin 2 ⊕ Fin 2) ℂ) := by
  have g0 : diracGamma 0 = fromBlocks 1 0 0 (-1) := rfl
  have gs : ∀ k : Fin 3, diracGamma k.succ
      = fromBlocks 0 (pauli k) (-pauli k) 0 := fun _ => rfl
  constructor
  · intro i j hij
    obtain rfl | ⟨k, rfl⟩ := Fin.eq_zero_or_eq_succ i
    · obtain rfl | ⟨l, rfl⟩ := Fin.eq_zero_or_eq_succ j
      · exact absurd rfl hij
      · rw [g0, gs l]
        simp [fromBlocks_multiply, fromBlocks_neg]
    · obtain rfl | ⟨l, rfl⟩ := Fin.eq_zero_or_eq_succ j
      · rw [g0, gs k]
        simp [fromBlocks_multiply, fromBlocks_neg]
      · -- two spatial matrices inherit the relation from the Pauli matrices
        have hkl := pauli_witness.1 k l (fun h => hij (congrArg Fin.succ h))
        rw [gs k, gs l]
        simp [fromBlocks_multiply, fromBlocks_neg, hkl]
  · intro μ
    obtain rfl | ⟨k, rfl⟩ := Fin.eq_zero_or_eq_succ μ
    · rw [g0, fromBlocks_multiply]
      simp
    · have hk : (![1, -1, -1, -1] : Fin 4 → ℤ) k.succ = -1 := by
        fin_cases k <;> rfl
      have hneg : (-1 : Matrix (Fin 2 ⊕ Fin 2) (Fin 2 ⊕ Fin 2) ℂ)
          = fromBlocks (-1) 0 0 (-1) := by
        rw [← fromBlocks_one, fromBlocks_neg]
        simp only [neg_zero]
      rw [hk, Int.cast_neg, Int.cast_one, hneg, gs k, fromBlocks_multiply]
      simp [pauli_witness.2 k]

end

end CliffordProduct
```

```lean
#print axioms CliffordProduct.orderedProduct_mul_generator
-- 'CliffordProduct.orderedProduct_mul_generator' depends on axioms: [propext, Quot.sound]
#print axioms CliffordProduct.clifford_product
-- 'CliffordProduct.clifford_product' depends on axioms: [propext, Classical.choice, Quot.sound]
#print axioms CliffordProduct.chirality_relations
-- 'CliffordProduct.chirality_relations' depends on axioms: [propext, Classical.choice, Quot.sound]
```
